# The Marcus activation free energy (L + G)²/(4L) from a Gaussian energy gap

Let x be the energy of the product diabatic state minus that of the reactant state at the same nuclear configuration. If the nuclei are classical and x is Gaussian in thermal equilibrium in the reactant state, with mean m and standard deviation s > 0, and kT > 0 is the thermal energy, then

L = s²/(2kT)
G = −kT ln ∫ p(x) exp(−x/kT) dx = m − L
−kT ln(p(0)/p(m)) = (L + G)²/(4L).

Here p is the gap density, L the reorganisation energy and G the reaction free energy. The last line is the free energy needed to bring the gap from its mean to zero, where the diabatic states cross. It is a barrier and not a rate: electronic coupling and prefactor do not enter.

In a simulation with two diabatic states, the mean and variance of the gap sampled in the reactant state therefore fix the barrier, as far as the gap is Gaussian.

```lean
import Mathlib

open MeasureTheory Real

namespace MarcusGaussianGap

noncomputable section
```

## Densities and free energies

The Gaussian assumption stands for linear response of the surroundings. It is put in by hand as an explicit density, with all quantities real numbers and energies in one common unit:

p(x) = exp(−(x − m)²/(2s²)) / √(2πs²).

```lean
/-- Gaussian density of the energy gap `x` with mean `m` and standard deviation `s`, for `s > 0`. -/
def gapDensity (m s x : ℝ) : ℝ :=
  exp (-(x - m) ^ 2 / (2 * s ^ 2)) / √(2 * π * s ^ 2)
```

The reorganisation energy is defined through the variance. Its other meaning, half the distance between the mean gaps of the two states, follows below.

```lean
/-- Reorganisation energy `L = s² / (2 kT)` of a gap with standard deviation `s`,
for `kT ≠ 0`. -/
def reorgEnergy (kT s : ℝ) : ℝ := s ^ 2 / (2 * kT)
```

For classical nuclei, the ratio of product to reactant partition functions is the reactant average of exp(−x/kT). This gives G, defined for an arbitrary density `p`.

```lean
/-- Reaction free energy `-kT ln ∫ p(x) exp(-x/kT) dx` from the gap density `p` of the
reactant state, for `kT ≠ 0` and a positive, finite integral. -/
def reactionFreeEnergy (kT : ℝ) (p : ℝ → ℝ) : ℝ :=
  -kT * log (∫ x, p x * exp (-x / kT))
```

The free energy along the gap is −kT ln p(x) up to a constant, so a rise from x₀ to x needs only a ratio of densities.

```lean
/-- Free energy `-kT ln (p(x) / p(x₀))` needed to bring the gap from `x₀` to `x`,
for `p(x)` and `p(x₀)` positive. -/
def freeEnergyRise (kT : ℝ) (p : ℝ → ℝ) (x₀ x : ℝ) : ℝ :=
  -kT * log (p x / p x₀)
```

The product state has the Boltzmann factor of the reactant state times exp(−x/kT). Its gap density is thus the reweighted and normalised reactant density.

```lean
/-- Gap density of the product state: the reactant density `p` reweighted by `exp(-x/kT)`
and normalised, for `kT ≠ 0` and a positive, finite normalising integral. -/
def productDensity (kT : ℝ) (p : ℝ → ℝ) (x : ℝ) : ℝ :=
  p x * exp (-x / kT) / ∫ y, p y * exp (-y / kT)
```

Since s² and kT are positive, so is L, and it may be divided by.

```lean
/-- The reorganisation energy is positive for `kT > 0` and `s > 0`. -/
theorem reorgEnergy_pos {kT s : ℝ} (hk : 0 < kT) (hs : 0 < s) : 0 < reorgEnergy kT s := by
  unfold reorgEnergy
  positivity
```

## The exponential average

Shifting x by m and using ∫ exp(−ax²) dx = √(π/a) with a = 1/(2s²) gives √(2πs²), which cancels the prefactor of p.

```lean
/-- The Gaussian gap density with `s > 0` integrates to one. -/
theorem integral_gapDensity (m : ℝ) {s : ℝ} (hs : 0 < s) : ∫ x, gapDensity m s x = 1 := by
  have h : ∫ x : ℝ, exp (-(x - m) ^ 2 / (2 * s ^ 2)) = √(2 * π * s ^ 2) := by
    calc ∫ x : ℝ, exp (-(x - m) ^ 2 / (2 * s ^ 2))
        = ∫ x : ℝ, exp (-(1 / (2 * s ^ 2)) * (x - m) ^ 2) := by
          congr 1
          funext x
          congr 1
          ring
      _ = ∫ x : ℝ, exp (-(1 / (2 * s ^ 2)) * x ^ 2) :=
          integral_sub_right_eq_self (fun x : ℝ => exp (-(1 / (2 * s ^ 2)) * x ^ 2)) m
      _ = √(π / (1 / (2 * s ^ 2))) := integral_gaussian _
      _ = √(2 * π * s ^ 2) := by
          rw [div_div_eq_mul_div, div_one]
          congr 1
          ring
  have hr : √(2 * π * s ^ 2) ≠ 0 := by positivity
  simp only [gapDensity]
  rw [integral_div, h, div_self hr]
```

For any real β, completing the square gives

−(x − m)²/(2s²) − βx = −(x − (m − βs²))²/(2s²) − βm + β²s²/2.

The weight exp(−βx) moves the mean to m − βs² and leaves a constant factor. In the proof, `field_simp` and `ring` check this identity. The lemma also admits s = 0, where Lean's division by zero makes both sides 0.

```lean
/-- Weighting a Gaussian gap density by `exp(-βx)` shifts its mean by `-βs²` and multiplies
it by a constant. -/
theorem gapDensity_tilt (m s β x : ℝ) :
    gapDensity m s x * exp (-(β * x)) =
      exp (-(β * m) + β ^ 2 * s ^ 2 / 2) * gapDensity (m - β * s ^ 2) s x := by
  rcases eq_or_ne s 0 with rfl | hs
  · simp [gapDensity]
  -- completing the square in the exponent
  have h : exp (-(x - m) ^ 2 / (2 * s ^ 2)) * exp (-(β * x)) =
      exp (-(β * m) + β ^ 2 * s ^ 2 / 2) *
        exp (-(x - (m - β * s ^ 2)) ^ 2 / (2 * s ^ 2)) := by
    rw [← exp_add, ← exp_add]
    congr 1
    field_simp
    ring
  simp only [gapDensity]
  linear_combination h / √(2 * π * s ^ 2)
```

The shifted Gaussian integrates to one, so only the constant remains:

∫ p(x) exp(−βx) dx = exp(−βm + β²s²/2).

```lean
/-- The average of `exp(-βx)` over a Gaussian gap with `s > 0` is `exp(-βm + β²s²/2)`. -/
theorem integral_tilt (m β : ℝ) {s : ℝ} (hs : 0 < s) :
    ∫ x, gapDensity m s x * exp (-(β * x)) = exp (-(β * m) + β ^ 2 * s ^ 2 / 2) := by
  simp_rw [gapDensity_tilt]
  rw [integral_const_mul, integral_gapDensity _ hs, mul_one]
```

With β = 1/kT, the logarithm gives

G = −kT (−m/kT + s²/(2(kT)²)) = m − s²/(2kT) = m − L.

```lean
/-- For a Gaussian gap with `s > 0` and `kT > 0`, the reaction free energy is the mean gap
minus the reorganisation energy. -/
theorem reactionFreeEnergy_gaussian (m : ℝ) {kT s : ℝ} (hk : 0 < kT) (hs : 0 < s) :
    reactionFreeEnergy kT (gapDensity m s) = m - reorgEnergy kT s := by
  have hb : ∀ x : ℝ, -x / kT = -(kT⁻¹ * x) := fun x => by ring
  simp only [reactionFreeEnergy, hb]
  rw [integral_tilt m _ hs, log_exp, reorgEnergy]
  field_simp
  ring
```

## The parabola and its crossing point

In p(x)/p(m) the prefactors cancel, and 4L = 2s²/kT. Hence

−kT ln(p(x)/p(m)) = kT (x − m)²/(2s²) = (x − m)²/(4L).

The lemma states this multiplied by 4L.

```lean
/-- For a Gaussian gap with `s > 0` and `kT > 0`, the free energy along the gap is a parabola about
the mean: `4L` times the rise from `m` to `x` is `(x - m)²`. -/
theorem freeEnergyRise_gaussian (m x : ℝ) {kT s : ℝ} (hk : 0 < kT) (hs : 0 < s) :
    4 * reorgEnergy kT s * freeEnergyRise kT (gapDensity m s) m x = (x - m) ^ 2 := by
  have h : gapDensity m s x / gapDensity m s m = exp (-(x - m) ^ 2 / (2 * s ^ 2)) := by
    have hr : √(2 * π * s ^ 2) ≠ 0 := by positivity
    simp only [gapDensity]
    rw [div_div_div_cancel_right₀ hr]
    simp
  rw [freeEnergyRise, h, log_exp, reorgEnergy]
  field_simp
  ring
```

At x = 0 the rise is m²/(4L), and m = L + G. The theorem `marcus_activation` joins both results for every real m, with `hk` and `hs` stating kT > 0 and s > 0.

```lean
/-- Marcus relation: for a Gaussian gap with `s > 0` and `kT > 0`, the reaction free energy
is `G = m - L`, and the free energy rise from the mean gap to zero gap is `(L + G)² / (4L)`. -/
theorem marcus_activation (m : ℝ) {kT s : ℝ} (hk : 0 < kT) (hs : 0 < s) :
    reactionFreeEnergy kT (gapDensity m s) = m - reorgEnergy kT s ∧
    freeEnergyRise kT (gapDensity m s) m 0 =
      (reorgEnergy kT s + reactionFreeEnergy kT (gapDensity m s)) ^ 2 /
        (4 * reorgEnergy kT s) := by
  have hL := reorgEnergy_pos hk hs
  have h4 : 4 * reorgEnergy kT s ≠ 0 := by positivity
  refine ⟨reactionFreeEnergy_gaussian m hk hs, ?_⟩
  rw [reactionFreeEnergy_gaussian m hk hs, eq_div_iff h4]
  linear_combination freeEnergyRise_gaussian m 0 hk hs
```

## The product state and the reverse barrier

Reweighting with β = 1/kT moves the mean by −s²/kT = −2L, to m − 2L = G − L. The constant factor cancels against the normalisation, so the product density is a Gaussian of the same width.

```lean
/-- For a Gaussian reactant gap with `s > 0` and `kT > 0`, the product-state gap density is
normalised, and it is the Gaussian of the same width centred at `G - L`. -/
theorem productDensity_gaussian (m : ℝ) {kT s : ℝ} (hk : 0 < kT) (hs : 0 < s) :
    ∫ x, productDensity kT (gapDensity m s) x = 1 ∧
    productDensity kT (gapDensity m s) =
      gapDensity (reactionFreeEnergy kT (gapDensity m s) - reorgEnergy kT s) s := by
  have h : productDensity kT (gapDensity m s) =
      gapDensity (reactionFreeEnergy kT (gapDensity m s) - reorgEnergy kT s) s := by
    have hb : ∀ x : ℝ, -x / kT = -(kT⁻¹ * x) := fun x => by ring
    have hm : m - kT⁻¹ * s ^ 2 = m - reorgEnergy kT s - reorgEnergy kT s := by
      unfold reorgEnergy
      ring
    rw [reactionFreeEnergy_gaussian m hk hs]
    funext x
    simp only [productDensity, hb]
    -- the constant factor of the reweighting cancels against the normalisation
    rw [integral_tilt m _ hs, gapDensity_tilt, mul_div_cancel_left₀ _ (exp_ne_zero _), hm]
  exact ⟨by rw [h]; exact integral_gapDensity _ hs, h⟩
```

The same parabola, now centred at G − L, gives the reverse barrier (L − G)²/(4L). The difference of the barriers is

[m² − (m − 2L)²]/(4L) = m − L,

which is G.

```lean
/-- For a Gaussian reactant gap with `s > 0` and `kT > 0`, the reverse barrier, from the product
mean `G - L` to zero gap, is `(L - G)² / (4L)`, and the forward barrier minus the reverse barrier is
`m - L`. -/
theorem reverse_activation (m : ℝ) {kT s : ℝ} (hk : 0 < kT) (hs : 0 < s) :
    let L := reorgEnergy kT s
    let G := reactionFreeEnergy kT (gapDensity m s)
    let reverse := freeEnergyRise kT (productDensity kT (gapDensity m s)) (G - L) 0
    reverse = (L - G) ^ 2 / (4 * L) ∧
    freeEnergyRise kT (gapDensity m s) m 0 - reverse = m - L := by
  intro L G reverse
  have hL : 0 < L := reorgEnergy_pos hk hs
  have h4 : 4 * L ≠ 0 := by positivity
  have hG : G = m - L := reactionFreeEnergy_gaussian m hk hs
  have hrev : 4 * L * reverse = (0 - (G - L)) ^ 2 := by
    simp only [reverse]
    rw [(productDensity_gaussian m hk hs).2]
    exact freeEnergyRise_gaussian (G - L) 0 hk hs
  have hfor : 4 * L * freeEnergyRise kT (gapDensity m s) m 0 = (0 - m) ^ 2 :=
    freeEnergyRise_gaussian m 0 hk hs
  constructor
  · rw [eq_div_iff h4]
    linear_combination hrev
  · apply mul_left_cancel₀ h4
    rw [hG] at hrev
    linear_combination hfor - hrev
```

As an example, take kT = 1, s = 2 and m = 3. Then L = 2 and G = 1. The forward barrier is 3²/8 = 9/8, the reverse barrier is 1²/8 = 1/8, and they differ by 1 = G.

## The inverted region

Keep s and kT fixed, and let m₂ < m₁ ≤ 0. Then G = m − L is lower for the second reaction, and the first already has G ≤ −L. But m₂² > m₁², so the second barrier m₂²/(4L) is the higher one: more driving force, more barrier.

```lean
/-- Inverted region: for two Gaussian gaps with the same `s > 0`, the same `kT > 0` and means
`m₂ < m₁ ≤ 0`, the second reaction has the lower reaction free energy, the first already has
`G ≤ -L`, and the second has the higher barrier. -/
theorem inverted_region {m₁ m₂ kT s : ℝ} (hk : 0 < kT) (hs : 0 < s)
    (h₂₁ : m₂ < m₁) (h₁ : m₁ ≤ 0) :
    reactionFreeEnergy kT (gapDensity m₂ s) < reactionFreeEnergy kT (gapDensity m₁ s) ∧
    reactionFreeEnergy kT (gapDensity m₁ s) ≤ -reorgEnergy kT s ∧
    freeEnergyRise kT (gapDensity m₁ s) m₁ 0 < freeEnergyRise kT (gapDensity m₂ s) m₂ 0 := by
  have hL := reorgEnergy_pos hk hs
  rw [reactionFreeEnergy_gaussian m₁ hk hs, reactionFreeEnergy_gaussian m₂ hk hs]
  refine ⟨by linarith, by linarith, ?_⟩
  have h4 : 0 ≤ 4 * reorgEnergy kT s := by positivity
  refine lt_of_mul_lt_mul_left ?_ h4
  rw [freeEnergyRise_gaussian m₁ 0 hk hs, freeEnergyRise_gaussian m₂ 0 hk hs]
  nlinarith

end

end MarcusGaussianGap
```

Without m₁ ≤ 0 the ordering of the barriers can fail. For m₁ = 2L and m₂ = L, the second reaction still has the lower G, but the barriers are L and L/4, so its barrier is lower.

```lean
#print axioms MarcusGaussianGap.freeEnergyRise_gaussian
#print axioms MarcusGaussianGap.marcus_activation
#print axioms MarcusGaussianGap.reverse_activation
#print axioms MarcusGaussianGap.inverted_region
```

```
'MarcusGaussianGap.freeEnergyRise_gaussian' depends on axioms: [propext, Classical.choice, Quot.sound]
'MarcusGaussianGap.marcus_activation' depends on axioms: [propext, Classical.choice, Quot.sound]
'MarcusGaussianGap.reverse_activation' depends on axioms: [propext, Classical.choice, Quot.sound]
'MarcusGaussianGap.inverted_region' depends on axioms: [propext, Classical.choice, Quot.sound]
```
